# Taylor coefficients of a smooth eigenpair solve the Rayleigh-Schrödinger equations

The usual derivation of the Rayleigh-Schrödinger equations inserts power series for energy and state into the eigenvalue equation and matches powers of the coupling. That step takes for granted that the series represent the actual energy and state, by convergence or at least asymptotically; otherwise the recursion concerns formal symbols. The theorems here assume no series: they show that the Taylor coefficients of a sufficiently smooth solution of the eigenvalue equation satisfy the recursion. They do not show that every solution of the recursion arises this way.

Let H₀ and V be complex square matrices, t a real coupling, H(t) = H₀ + tV, and ψ(t), E(t) a vector curve and a complex curve. For any curve f put fₙ(t) = f⁽ⁿ⁾(t)/n!. Suppose ψ and E are infinitely differentiable at 0 and H(t)ψ(t) = E(t)ψ(t) for all t near 0. With all coefficients taken at t = 0 the claim is, for every n ≥ 0,

H₀ψ₀ = E₀ψ₀

H₀ψₙ₊₁ − E₀ψₙ₊₁ = −Vψₙ + Σ_{i+j=n} Eᵢ₊₁ψⱼ

## Finite matrices

```lean
import Mathlib

open Finset Matrix Filter Topology
open scoped ContDiff

namespace TaylorRayleighSchroedinger

noncomputable section

variable {X : Type*} [NormedAddCommGroup X] [NormedSpace ℝ X]
variable {m : Type*} [Fintype m]

/-- The `n`-th Taylor coefficient of a curve `f` at coupling `t`: the `n`-th derivative
divided by `n!`. -/
def taylorCoeff (f : ℝ → X) (n : ℕ) (t : ℝ) : X :=
  (n.factorial : ℝ)⁻¹ • iteratedDeriv n f t

/-- The perturbed operator `H(t) = H₀ + t V` at real coupling `t`. -/
def ham (H₀ V : Matrix m m ℂ) (t : ℝ) : Matrix m m ℂ := H₀ + (t : ℂ) • V

/-- The Rayleigh-Schroedinger equation of a given order: `H ψ₀ = E₀ ψ₀` at order zero and
`(H - E₀) ψₙ₊₁ = -V ψₙ + ∑_{i+j=n} Eᵢ₊₁ ψⱼ` at order `n + 1`. -/
def RSEq (H V : Matrix m m ℂ) (ψ : ℕ → m → ℂ) (E : ℕ → ℂ) : ℕ → Prop
  | 0 => H *ᵥ ψ 0 = E 0 • ψ 0
  | n + 1 => H *ᵥ ψ (n + 1) - E 0 • ψ (n + 1) =
      -(V *ᵥ ψ n) + ∑ p ∈ antidiagonal n, E (p.1 + 1) • ψ p.2
```

The finite type `m` labels basis states, `taylorCoeff f n t` is fₙ(t), `ham` is H(t), and `RSEq H V ψ E n` is the order-n equation, with `p.1`, `p.2` in `antidiagonal n` playing i, j. For a Hamiltonian in a finite orthonormal basis, such as a Møller-Plesset partition in a finite determinant space, the results below show that the Taylor coefficients in t of a smooth branch obey the perturbation recursion. Unbounded operators are not covered.

## Smoothness

Both E(t) and the vector ψ(t) must be smooth near the expansion point x. Eigenvectors computed separately at each t carry arbitrary phases, so a smooth choice of phase is part of the hypothesis. `ContDiffAt ℝ n` means n continuous derivatives near x. With n + 1 continuous derivatives the running coefficient fₙ can be differentiated near x:

fₙ′(t) = f⁽ⁿ⁺¹⁾(t)/n! = (n+1) fₙ₊₁(t)

In the proof, `key` spends one order of smoothness per derivative, and `hf.eventually` passes finite-order smoothness to neighbouring t.

```lean
/-- Near a point where `f` is `n + 1` times continuously differentiable, the Taylor
coefficients obey `fₙ'(t) = (n + 1) fₙ₊₁(t)`. -/
theorem hasDerivAt_taylorCoeff {f : ℝ → X} {n : ℕ} {x : ℝ}
    (hf : ContDiffAt ℝ (n + 1 : ℕ) f x) :
    ∀ᶠ t in 𝓝 x,
      HasDerivAt (taylorCoeff f n) (((n : ℝ) + 1) • taylorCoeff f (n + 1) t) t := by
  -- each derivative costs one order of smoothness
  have key : ∀ (t : ℝ) (k l : ℕ), ContDiffAt ℝ (l + k : ℕ) f t →
      ContDiffAt ℝ l (iteratedDeriv k f) t := by
    intro t k
    induction k with
    | zero => intro l h; simpa using h
    | succ k ih =>
      intro l h
      have h1 := ih (l + 1) (by rwa [show l + 1 + k = l + (k + 1) by ring])
      have h2 : ContDiffAt ℝ l (fderiv ℝ (iteratedDeriv k f)) t := h1.fderiv_right (by simp)
      rw [iteratedDeriv_succ]
      exact h2.clm_apply (contDiffAt_const (c := (1 : ℝ)))
  have hne : ∀ k : ℕ, (k : WithTop ℕ∞) ≠ ((⊤ : ℕ∞) : WithTop ℕ∞) := by
    intro k
    exact fun h => ENat.natCast_ne_top k (WithTop.coe_injective h)
  filter_upwards [hf.eventually (hne _)] with t ht
  have h1 : DifferentiableAt ℝ (iteratedDeriv n f) t :=
    (key t n 1 (by rwa [add_comm 1 n])).differentiableAt (by simp)
  have h2 := h1.hasDerivAt.const_smul ((n.factorial : ℝ)⁻¹)
  refine HasDerivAt.congr_deriv h2 ?_
  have hn : (n.factorial : ℝ) ≠ 0 := by positivity
  have hn1 : (n : ℝ) + 1 ≠ 0 := by positivity
  rw [taylorCoeff, iteratedDeriv_succ, smul_smul]
  congr 1
  rw [Nat.factorial_succ]
  push_cast
  field_simp
```

This derivative rule, together with the zeroth coefficient, fixes all Taylor coefficients of a curve. If c₀ = f and cₖ′ = (k+1)cₖ₊₁ near x, then f⁽ⁿ⁾ = n! cₙ near x differentiates to f⁽ⁿ⁺¹⁾ = (n+1)! cₙ₊₁; these are `h3` and `h4`.

```lean
/-- A family of curves with `c₀ = f` and `cₖ' = (k + 1) cₖ₊₁` near `x` for all `k < n` has
`cₙ` equal to the `n`-th Taylor coefficient of `f` near `x`. -/
theorem taylorCoeff_eq_of_tower {f : ℝ → X} {c : ℕ → ℝ → X} {x : ℝ} (h0 : c 0 = f) (n : ℕ)
    (h : ∀ k < n, ∀ᶠ t in 𝓝 x, HasDerivAt (c k) (((k : ℝ) + 1) • c (k + 1) t) t) :
    taylorCoeff f n =ᶠ[𝓝 x] c n := by
  induction n with
  | zero => exact Filter.Eventually.of_forall fun t => by simp [taylorCoeff, h0]
  | succ n ih =>
    have ih' := ih (fun k hk => h k (by omega))
    have hn : (n.factorial : ℝ) ≠ 0 := by positivity
    have hn1 : (n : ℝ) + 1 ≠ 0 := by positivity
    filter_upwards [ih'.eventuallyEq_nhds, h n (by omega)] with t h1 h2
    have h3 : iteratedDeriv n f =ᶠ[𝓝 t] fun s => (n.factorial : ℝ) • c n s := by
      filter_upwards [h1] with s hs
      rw [← hs, taylorCoeff, smul_smul, mul_inv_cancel₀ hn, one_smul]
    have h4 : HasDerivAt (iteratedDeriv n f)
        ((n.factorial : ℝ) • (((n : ℝ) + 1) • c (n + 1) t)) t :=
      (h2.const_smul (n.factorial : ℝ)).congr_of_eventuallyEq h3
    have h5 : (((n + 1).factorial : ℕ) : ℝ)⁻¹ * (n.factorial : ℝ) * ((n : ℝ) + 1) = 1 := by
      rw [Nat.factorial_succ]
      push_cast
      field_simp
    rw [taylorCoeff, iteratedDeriv_succ, h4.deriv, smul_smul, smul_smul, h5, one_smul]
```

For the product Eψ try cₖ = Σ_{i+j=k} Eᵢψⱼ. The product rule and a shift of index in each sum give

cₖ′ = Σ_{i+j=k} [(j+1)Eᵢψⱼ₊₁ + (i+1)Eᵢ₊₁ψⱼ] = Σ_{i+j=k+1} (j+i)Eᵢψⱼ = (k+1)cₖ₊₁

`alg` is the index shift and `hall` the termwise product rule, which calls on `hE` and `hψ` only up to order n.

```lean
/-- For `E` and `ψ` that are `Cⁿ` at `x`, the `n`-th Taylor coefficient of `E(t) ψ(t)` at `x` is the Cauchy product `∑_{i+j=n} Eᵢ ψⱼ`. -/
theorem taylorCoeff_smul {E : ℝ → ℂ} {ψ : ℝ → m → ℂ} {n : ℕ} {x : ℝ}
    (hE : ContDiffAt ℝ n E x) (hψ : ContDiffAt ℝ n ψ x) :
    taylorCoeff (fun t => E t • ψ t) n x =
      ∑ p ∈ antidiagonal n, taylorCoeff E p.1 x • taylorCoeff ψ p.2 x := by
  -- split the factor k + 1 = i + j between the two kinds of product-rule terms
  have alg : ∀ (e : ℕ → ℂ) (q : ℕ → m → ℂ) (k : ℕ),
      ∑ p ∈ antidiagonal k, (e p.1 • (((p.2 : ℝ) + 1) • q (p.2 + 1)) +
        (((p.1 : ℝ) + 1) • e (p.1 + 1)) • q p.2) =
      ((k : ℝ) + 1) • ∑ p ∈ antidiagonal (k + 1), e p.1 • q p.2 := by
    intro e q k
    have h1 : ((k : ℝ) + 1) • ∑ p ∈ antidiagonal (k + 1), e p.1 • q p.2 =
        ∑ p ∈ antidiagonal (k + 1), (p.2 : ℝ) • (e p.1 • q p.2) +
        ∑ p ∈ antidiagonal (k + 1), (p.1 : ℝ) • (e p.1 • q p.2) := by
      rw [Finset.smul_sum, ← Finset.sum_add_distrib]
      refine Finset.sum_congr rfl fun p hp => ?_
      have hp' := mem_antidiagonal.1 hp
      have hc : (k : ℝ) + 1 = (p.2 : ℝ) + (p.1 : ℝ) := by
        exact_mod_cast (by omega : k + 1 = p.2 + p.1)
      rw [← add_smul, hc]
    have h2 := Finset.Nat.sum_antidiagonal_succ' (n := k)
      (f := fun p : ℕ × ℕ => (p.2 : ℝ) • (e p.1 • q p.2))
    have h3 := Finset.Nat.sum_antidiagonal_succ (n := k)
      (f := fun p : ℕ × ℕ => (p.1 : ℝ) • (e p.1 • q p.2))
    rw [h1, h2, h3]
    simp only [Nat.cast_zero, zero_smul, zero_add]
    rw [← Finset.sum_add_distrib]
    refine Finset.sum_congr rfl fun p _ => ?_
    ext i
    simp only [Pi.add_apply, Pi.smul_apply, smul_eq_mul, Complex.real_smul]
    push_cast
    ring
  refine (taylorCoeff_eq_of_tower (c := fun k t =>
    ∑ p ∈ antidiagonal k, taylorCoeff E p.1 t • taylorCoeff ψ p.2 t) ?_ n ?_).eq_of_nhds
  · funext t
    simp [taylorCoeff]
  · intro k hk
    have hall : ∀ᶠ t in 𝓝 x, ∀ p ∈ antidiagonal k,
        HasDerivAt (fun s => taylorCoeff E p.1 s • taylorCoeff ψ p.2 s)
          (taylorCoeff E p.1 t • (((p.2 : ℝ) + 1) • taylorCoeff ψ (p.2 + 1) t) +
            (((p.1 : ℝ) + 1) • taylorCoeff E (p.1 + 1) t) • taylorCoeff ψ p.2 t) t := by
      rw [Filter.eventually_all_finset]
      intro p hp
      have hp' := mem_antidiagonal.1 hp
      filter_upwards [hasDerivAt_taylorCoeff (n := p.1)
          (hE.of_le (by exact_mod_cast (by omega : p.1 + 1 ≤ n))),
        hasDerivAt_taylorCoeff (n := p.2)
          (hψ.of_le (by exact_mod_cast (by omega : p.2 + 1 ≤ n)))] with t a b
      exact a.smul b
    filter_upwards [hall] with t ht
    exact (HasDerivAt.fun_sum ht).congr_deriv
      (alg (fun i => taylorCoeff E i t) (fun i => taylorCoeff ψ i t) k)
```

The lowest eigenvalue can lose smoothness at a degeneracy. For H₀ = 0 and V = diag(1, −1) the lowest eigenvalue is −|t|, which has no first coefficient; Lean's derivative would return 0 there, and the order-1 equation −Vψ₀ + E₁ψ₀ = 0 needs E₁ = ±1 for nonzero ψ₀. The crossing branches E(t) = t and E(t) = −t, each with a constant eigenvector, are smooth, and the theorems apply to both.

## Linearity in the coupling

The definition of `ham` builds in H′(t) = V. Try dₖ = H(t)ψₖ + Vψₖ₋₁ with ψ₋₁ = 0:

dₖ′ = (k+1)H(t)ψₖ₊₁ + Vψₖ + kVψₖ = (k+1)dₖ₊₁

A constant matrix passes through the derivative because each component is a finite sum.

```lean
/-- A constant matrix commutes with the derivative of a curve of vectors. -/
theorem hasDerivAt_mulVec (A : Matrix m m ℂ) {q : ℝ → m → ℂ} {q' : m → ℂ} {t : ℝ}
    (h : HasDerivAt q q' t) : HasDerivAt (fun s => A *ᵥ q s) (A *ᵥ q') t := by
  rw [hasDerivAt_pi]
  intro i
  simp only [Matrix.mulVec, dotProduct]
  exact HasDerivAt.fun_sum fun j _ => (hasDerivAt_pi.1 h j).const_mul (A i j)
```

In `taylorCoeff_ham`, `prev` is ψₖ₋₁, `d` differentiates H₀ψₖ, tVψₖ and Vψₖ₋₁, and `module` collects terms.

```lean
/-- For `ψ` that is `n + 1` times continuously differentiable near `x`, the Taylor coefficient of order `n + 1` of `H(t) ψ(t)` at `x` is `H(x) ψₙ₊₁ + V ψₙ`. -/
theorem taylorCoeff_ham (H₀ V : Matrix m m ℂ) {ψ : ℝ → m → ℂ} {n : ℕ} {x : ℝ}
    (hψ : ContDiffAt ℝ (n + 1 : ℕ) ψ x) :
    taylorCoeff (fun t => ham H₀ V t *ᵥ ψ t) (n + 1) x =
      ham H₀ V x *ᵥ taylorCoeff ψ (n + 1) x + V *ᵥ taylorCoeff ψ n x := by
  have hh : ∀ (t : ℝ) (v : m → ℂ), ham H₀ V t *ᵥ v = H₀ *ᵥ v + t • (V *ᵥ v) := by
    intro t v
    ext i
    simp [ham, Matrix.mulVec, dotProduct, add_mul, Finset.sum_add_distrib, Finset.mul_sum,
      mul_assoc]
  -- the coefficient of the previous order, zero at order zero
  let prev : ℕ → ℝ → m → ℂ := fun k => match k with
    | 0 => fun _ => 0
    | j + 1 => taylorCoeff ψ j
  have hprev : ∀ k < n + 1, ∀ᶠ t in 𝓝 x,
      HasDerivAt (prev k) ((k : ℝ) • taylorCoeff ψ k t) t := by
    intro k hk
    cases k with
    | zero =>
      simp only [Nat.cast_zero, zero_smul]
      exact Filter.Eventually.of_forall fun t => hasDerivAt_const t 0
    | succ j =>
      simp only [Nat.cast_add, Nat.cast_one]
      exact hasDerivAt_taylorCoeff (n := j)
        (hψ.of_le (by exact_mod_cast (by omega : j + 1 ≤ n + 1)))
  simp only [hh]
  refine (taylorCoeff_eq_of_tower (c := fun k t => H₀ *ᵥ taylorCoeff ψ k t +
    t • (V *ᵥ taylorCoeff ψ k t) + V *ᵥ prev k t) ?_ (n + 1) ?_).eq_of_nhds
  · funext t
    simp [prev, taylorCoeff]
  · intro k hk
    filter_upwards [hasDerivAt_taylorCoeff (n := k)
      (hψ.of_le (by exact_mod_cast (by omega : k + 1 ≤ n + 1))), hprev k hk] with t a b
    have d := ((hasDerivAt_mulVec H₀ a).add
      ((hasDerivAt_id' t).smul (hasDerivAt_mulVec V a))).add (hasDerivAt_mulVec V b)
    refine d.congr_deriv ?_
    change _ = ((k : ℝ) + 1) • (H₀ *ᵥ taylorCoeff ψ (k + 1) t +
      t • (V *ᵥ taylorCoeff ψ (k + 1) t) + V *ᵥ taylorCoeff ψ k t)
    simp only [Matrix.mulVec_smul]
    module
```

For expansion at t = 0, a further term t²W in H would add −Wψₙ₋₁ to the right side of the order-(n+1) Rayleigh-Schrödinger equation for n ≥ 1. Equating dₙ₊₁ with cₙ₊₁ at x and splitting off the term i = 0 gives

H(x)ψₙ₊₁ + Vψₙ = E₀ψₙ₊₁ + Σ_{i+j=n} Eᵢ₊₁ψⱼ

which is the order-(n+1) equation rearranged. `rsEq_iff` states the equivalence: for Cⁿ curves the order-n equation with unperturbed operator H(x) holds exactly when Hψ and Eψ share their n-th coefficient at x.

```lean
/-- For `Cⁿ` curves, the Taylor coefficients at `x` solve the order-`n` Rayleigh-Schroedinger
equation for `H(x)` and `V` iff `H ψ` and `E ψ` have the same `n`-th Taylor coefficient at `x`. -/
theorem rsEq_iff (H₀ V : Matrix m m ℂ) {E : ℝ → ℂ} {ψ : ℝ → m → ℂ} {n : ℕ} {x : ℝ}
    (hE : ContDiffAt ℝ n E x) (hψ : ContDiffAt ℝ n ψ x) :
    RSEq (ham H₀ V x) V (fun k => taylorCoeff ψ k x) (fun k => taylorCoeff E k x) n ↔
      taylorCoeff (fun t => ham H₀ V t *ᵥ ψ t) n x = taylorCoeff (fun t => E t • ψ t) n x := by
  cases n with
  | zero => simp [RSEq, taylorCoeff]
  | succ n =>
    rw [taylorCoeff_ham H₀ V hψ, taylorCoeff_smul hE hψ, Finset.Nat.sum_antidiagonal_succ]
    simp only [RSEq]
    constructor <;> intro h <;> linear_combination (norm := module) h
```

## The eigenvalue equation on a neighbourhood

The hypothesis `h` says H(t)ψ(t) = E(t)ψ(t) for all t in some neighbourhood of x, however small. It enters once: functions equal near x have equal derivatives at x, which is `Filter.EventuallyEq.iteratedDeriv_eq`. With N continuous derivatives, all orders n ≤ N follow.

```lean
/-- If `C^N` curves satisfy `H(t) ψ(t) = E(t) ψ(t)` near `x`, their Taylor coefficients at `x`
solve the Rayleigh-Schroedinger equations for `H(x)` and `V` up to order `N`. -/
theorem rsEq_of_eigen_finite (H₀ V : Matrix m m ℂ) {E : ℝ → ℂ} {ψ : ℝ → m → ℂ} {N : ℕ} {x : ℝ}
    (hE : ContDiffAt ℝ N E x) (hψ : ContDiffAt ℝ N ψ x)
    (h : ∀ᶠ t in 𝓝 x, ham H₀ V t *ᵥ ψ t = E t • ψ t) {n : ℕ} (hn : n ≤ N) :
    RSEq (ham H₀ V x) V (fun k => taylorCoeff ψ k x) (fun k => taylorCoeff E k x) n := by
  have h' : (fun t => ham H₀ V t *ᵥ ψ t) =ᶠ[𝓝 x] fun t => E t • ψ t := h
  refine (rsEq_iff H₀ V (hE.of_le (by exact_mod_cast hn))
    (hψ.of_le (by exact_mod_cast hn))).2 ?_
  unfold taylorCoeff
  rw [Filter.EventuallyEq.iteratedDeriv_eq n h']
```

Infinite differentiability at 0 gives order n by taking N = n, and `h0` replaces H(0) by H₀.

```lean
/-- If infinitely differentiable curves satisfy `(H₀ + tV) ψ(t) = E(t) ψ(t)` near `t = 0`,
their Taylor coefficients at `0` solve the Rayleigh-Schroedinger equations at every order. -/
theorem rsEq_of_eigen_smooth (H₀ V : Matrix m m ℂ) {E : ℝ → ℂ} {ψ : ℝ → m → ℂ}
    (hE : ContDiffAt ℝ ∞ E 0) (hψ : ContDiffAt ℝ ∞ ψ 0)
    (h : ∀ᶠ t in 𝓝 (0 : ℝ), ham H₀ V t *ᵥ ψ t = E t • ψ t) (n : ℕ) :
    RSEq H₀ V (fun k => taylorCoeff ψ k 0) (fun k => taylorCoeff E k 0) n := by
  have h0 : ham H₀ V 0 = H₀ := by simp [ham]
  have key := rsEq_of_eigen_finite H₀ V (N := n) (hE.of_le (by exact_mod_cast le_top))
    (hψ.of_le (by exact_mod_cast le_top)) h le_rfl
  rwa [h0] at key
```

The equation at t = 0 alone yields only order 0: for 1×1 matrices H₀ = 0, V = 1 with ψ = 1, E = 0, order 1 reads 0 = −1.

## What is not assumed, and an instance

Hermiticity, non-degeneracy, normalisation and ψ ≠ 0 are never required. In exchange the smooth branch is assumed, not constructed, and the theorems yield the equations only: no sum-over-states formula, no uniqueness of solutions, no convergence.

`eigen_smooth_witness` verifies smoothness and the eigenvalue equation for H₀ = diag(0, 1), the non-Hermitian V with rows (1, 0) and (1, 1), E(t) = t and ψ(t) = (1, −t). Then E₁ = 1, ψ₀ = (1, 0), ψ₁ = (0, −1), and all other coefficients vanish. Orders 1 and 2 read

H₀ψ₁ = (0, −1) = −(1, 1) + (1, 0) = −Vψ₀ + E₁ψ₀

H₀ψ₂ = (0, 0) = (0, 1) + (0, −1) = −Vψ₁ + E₁ψ₁

The normalised state φ = ψ/√(1+t²) has φ₀ = ψ₀, φ₁ = ψ₁, φ₂ = (−1/2, 0), φ₃ = (0, 1/2), and at order 3

H₀φ₃ = (0, 1/2) = (1/2, 1/2) + (−1/2, 0) = −Vφ₂ + E₁φ₂

These expansions, the counterexamples and the remark on t²W were worked on paper and not in Lean.

```lean
/-- A two-level system with smooth curves `E(t) = t` and `ψ(t) = (1, -t)` satisfying
`(H₀ + tV) ψ(t) = E(t) ψ(t)` for all real `t`. -/
theorem eigen_smooth_witness :
    ContDiff ℝ ∞ (fun t : ℝ => (t : ℂ)) ∧
    ContDiff ℝ ∞ (fun t : ℝ => (![1, -(t : ℂ)] : Fin 2 → ℂ)) ∧
    ∀ t : ℝ, ham !![0, 0; 0, 1] !![1, 0; 1, 1] t *ᵥ ![1, -(t : ℂ)] =
      (t : ℂ) • (![1, -(t : ℂ)] : Fin 2 → ℂ) := by
  refine ⟨Complex.ofRealCLM.contDiff, contDiff_pi.2 fun i => ?_, fun t => ?_⟩
  · fin_cases i
    · exact contDiff_const (c := (1 : ℂ))
    · exact Complex.ofRealCLM.contDiff.neg
  · ext i
    fin_cases i <;> simp [ham, Matrix.mulVec, dotProduct, Fin.sum_univ_succ]
    ring

end

end TaylorRayleighSchroedinger
```

```lean
#print axioms TaylorRayleighSchroedinger.rsEq_of_eigen_smooth
```

```
'TaylorRayleighSchroedinger.rsEq_of_eigen_smooth' depends on axioms: [propext, Classical.choice, Quot.sound]
```
